# On a finite connected d-regular graph, −d is a hopping level exactly when the graph is 2-colourable

Before a Chebyshev expansion of a tight-binding Hamiltonian, the matrix is shifted and scaled so that its spectrum fits into $[-1,1]$. If all site energies are equal, all bonds are equal and every site has the same number $d\ge 1$ of neighbours, the scale can be read off the neighbour list: dividing the adjacency matrix by $d$ is enough, and no eigenvalue has to be estimated first.

## The bound and its two ends

Let $G$ be a finite simple graph with adjacency matrix $A$, so that $A_{vw}=1$ if sites $v$ and $w$ are bonded and $A_{vw}=0$ otherwise. A level is an eigenvalue $\mu$ of $A$, and $x_v$ is the real amplitude of an orbital on site $v$. If $G$ is connected and every site has $d$ neighbours, then

- $d$ is a level, and it is nondegenerate;
- every level lies in $[-d,d]$;
- $-d$ is a level if and only if the sites can be coloured with two colours so that bonded sites differ.

The upper end is therefore always reached. The lower end is reached only without frustration, that is, when an orbital can change sign across every bond.

## Spectral scaling and periodic cells

For the Hückel Hamiltonian $H=\alpha+\beta A$, with site energy $\alpha$ and one bond integral $\beta\neq 0$, the bound places all orbital energies of this non-interacting model between $\alpha-|\beta|d$ and $\alpha+|\beta|d$. The end that is an orbital energy only if the graph is 2-colourable is $\alpha-\beta d$. For $\beta<0$ it is the upper end of this interval, the fully antibonding one.

The colouring condition also shows up when a periodic cell is chosen. A nearest-neighbour ring with an even number of sites, at least four, has the level $-2$; a ring with an odd number, at least three, does not. If the cell is treated only at zero Bloch phase, the band edge $-2$ of the infinite chain is therefore reached by these even cells and missed by the odd ones.

## From bond mismatches to the colouring

Take a sign $s$ with $s^2=1$ and an orbital with $Ax=\mu x$. Expand the squared mismatch over ordered bonds, so that each bond counts twice:

$$\sum_{v,w}A_{vw}(x_v-s x_w)^2=\sum_{v,w}A_{vw}x_v^2+s^2\sum_{v,w}A_{vw}x_w^2-2s\sum_{v,w}x_vA_{vw}x_w .$$

Each row and each column of $A$ sums to $d$, so the first two terms are both $d\sum_v x_v^2$. The eigenvalue equation turns the last into $-2s\mu\sum_v x_v^2$. Hence

$$\sum_{v,w}A_{vw}(x_v-s x_w)^2=2(d-s\mu)\sum_v x_v^2 .$$

**Bounds.** The left side is nonnegative and $\sum_v x_v^2>0$, so $d-s\mu\ge 0$. The choice $s=1$ gives $\mu\le d$, and $s=-1$ gives $\mu\ge -d$.

**Orbitals at the ends.** If $\mu=sd$, then $d-s\mu=d-s^2d=0$. Every term on the left must vanish, so $x_v=s x_w$ on every bond. Conversely, if this relation holds on every bond, then each neighbour $w$ of $v$ has $x_w=s x_v$, and $\sum_w A_{vw}x_w=sd\,x_v$.

**Nondegeneracy.** Let $x\ne 0$ and $y$ both satisfy the bond relation for the same $s$. Across a bond, $x_vy_v=s^2x_wy_w=x_wy_w$, so the product is constant on a connected graph; so is $x_v^2$. Choose a site $a$ with $x_a\neq 0$. Then

$$x_a^2\,y_v=x_v^2\,y_v=x_v\,(x_vy_v)=x_v\,x_ay_a,$$

and therefore $y_v=(y_a/x_a)\,x_v$. Every solution is a multiple of $x$.

**Existence.** For $s=1$ the uniform orbital satisfies the bond relation, so $d$ is a level. For $s=-1$, a nonzero solution has no zero amplitude, because $x_v^2$ is constant, and its signs alternate across bonds: they are a 2-colouring. Conversely, a 2-colouring gives an orbital with $+1$ on one colour and $-1$ on the other. On $N$ sites the normalised amplitudes are $1/\sqrt N$ for the uniform orbital and $\pm1/\sqrt N$ for the alternating one.

**Hückel form.** The equation $Hx=(\alpha-\beta d)x$ reads $\beta(Ax+dx)=0$. Since $\beta\ne0$, it is equivalent to $Ax=-dx$.

## The Lean file

```lean
import Mathlib

open Module.End

namespace FrustrationTest

noncomputable section

variable {V : Type*} [Fintype V] [DecidableEq V]

/-- The hopping operator: the adjacency matrix acting on real site amplitudes. -/
def hopping (G : SimpleGraph V) [DecidableRel G.Adj] : Module.End ℝ (V → ℝ) :=
  Matrix.toLin' (G.adjMatrix ℝ)

/-- The Hückel Hamiltonian with site energy `α` and bond integral `β`. -/
def hueckel (G : SimpleGraph V) [DecidableRel G.Adj] (α β : ℝ) : Module.End ℝ (V → ℝ) :=
  α • (1 : Module.End ℝ (V → ℝ)) + β • hopping G

variable {G : SimpleGraph V} [DecidableRel G.Adj] {d : ℕ}

lemma hopping_apply (x : V → ℝ) (v : V) :
    hopping G x v = ∑ w, G.adjMatrix ℝ v w * x w := by
  simp only [hopping, Matrix.toLin'_apply, Matrix.mulVec, dotProduct]

omit [DecidableEq V] in
lemma row_sum (hd : G.IsRegularOfDegree d) (v : V) :
    ∑ w, G.adjMatrix ℝ v w = d := by
  have h := SimpleGraph.adjMatrix_mulVec_const_apply_of_regular (α := ℝ) (a := 1) hd (v := v)
  simp only [Matrix.mulVec, dotProduct, Function.const_apply, mul_one] at h
  exact h

omit [Fintype V] [DecidableEq V] in
lemma level_iff (T : Module.End ℝ (V → ℝ)) (μ : ℝ) :
    HasEigenvalue T μ ↔ ∃ x : V → ℝ, x ≠ 0 ∧ T x = μ • x := by
  constructor
  · intro h
    obtain ⟨x, hx⟩ := h.exists_hasEigenvector
    exact ⟨x, hx.2, hx.apply_eq_smul⟩
  · rintro ⟨x, h0, hx⟩
    exact hasEigenvalue_of_hasEigenvector ⟨mem_eigenspace_iff.2 hx, h0⟩

/-- For an orbital of level `μ` on a `d`-regular graph and a sign `s`, the squared mismatch
`x v - s * x w`, summed over ordered bonds, is `2 (d - s μ)` times the squared norm. -/
theorem bond_mismatch (hd : G.IsRegularOfDegree d) {s μ : ℝ} (hs : s ^ 2 = 1)
    {x : V → ℝ} (hx : hopping G x = μ • x) :
    ∑ v, ∑ w, G.adjMatrix ℝ v w * (x v - s * x w) ^ 2
      = 2 * (d - s * μ) * ∑ v, x v ^ 2 := by
  have symm : ∀ v w, G.adjMatrix ℝ v w = G.adjMatrix ℝ w v := by
    intro v w
    by_cases h : G.Adj v w
    · simp [SimpleGraph.adjMatrix_apply, h, h.symm]
    · have h' : ¬ G.Adj w v := fun k => h k.symm
      simp [SimpleGraph.adjMatrix_apply, h, h']
  -- each diagonal contribution is `d` times the squared norm, because every site has `d` bonds
  have h1 : ∑ v, ∑ w, G.adjMatrix ℝ v w * x v ^ 2 = d * ∑ v, x v ^ 2 := by
    rw [Finset.mul_sum]
    refine Finset.sum_congr rfl fun v _ => ?_
    rw [← Finset.sum_mul, row_sum hd]
  have h2 : ∑ v, ∑ w, G.adjMatrix ℝ v w * x w ^ 2 = d * ∑ v, x v ^ 2 := by
    rw [Finset.sum_comm, ← h1]
    refine Finset.sum_congr rfl fun v _ => Finset.sum_congr rfl fun w _ => ?_
    rw [symm w v]
  -- the cross term is evaluated with the eigenvalue equation
  have h3 : ∑ v, ∑ w, 2 * s * x v * (G.adjMatrix ℝ v w * x w)
      = 2 * s * μ * ∑ v, x v ^ 2 := by
    rw [Finset.mul_sum]
    refine Finset.sum_congr rfl fun v _ => ?_
    rw [← Finset.mul_sum, ← hopping_apply, hx, Pi.smul_apply, smul_eq_mul]
    ring
  calc _ = ∑ v, ∑ w, (G.adjMatrix ℝ v w * x v ^ 2 + G.adjMatrix ℝ v w * x w ^ 2
          - 2 * s * x v * (G.adjMatrix ℝ v w * x w)) := by
        refine Finset.sum_congr rfl fun v _ => Finset.sum_congr rfl fun w _ => ?_
        linear_combination G.adjMatrix ℝ v w * x w ^ 2 * hs
    _ = _ := by
        simp only [Finset.sum_add_distrib, Finset.sum_sub_distrib]
        rw [h1, h2, h3]
        ring

omit [Fintype V] [DecidableEq V] in
lemma mismatch_nonneg (s : ℝ) (x : V → ℝ) (v w : V) :
    0 ≤ G.adjMatrix ℝ v w * (x v - s * x w) ^ 2 := by
  refine mul_nonneg ?_ (sq_nonneg _)
  rw [SimpleGraph.adjMatrix_apply]
  split_ifs <;> norm_num

/-- Every level of a `d`-regular graph lies between `-d` and `d`. -/
theorem level_bounds (hd : G.IsRegularOfDegree d) {μ : ℝ}
    (h : HasEigenvalue (hopping G) μ) : μ ∈ Set.Icc (-(d : ℝ)) d := by
  obtain ⟨x, h0, hx⟩ := (level_iff _ _).1 h
  obtain ⟨a, ha⟩ := Function.ne_iff.1 h0
  have hpos : 0 < ∑ v, x v ^ 2 :=
    Finset.sum_pos' (fun v _ => sq_nonneg _) ⟨a, Finset.mem_univ a, pow_pos_of_ne ha⟩
  have key : ∀ s : ℝ, s ^ 2 = 1 → 0 ≤ 2 * (d - s * μ) := by
    intro s hs
    refine nonneg_of_mul_nonneg_left ?_ hpos
    rw [← bond_mismatch hd hs hx]
    exact Finset.sum_nonneg fun v _ => Finset.sum_nonneg fun w _ => mismatch_nonneg s x v w
  have k1 := key 1 (by norm_num)
  have k2 := key (-1) (by norm_num)
  constructor <;> linarith
where
  pow_pos_of_ne {r : ℝ} (hr : r ≠ 0) : 0 < r ^ 2 := by positivity

/-- On a `d`-regular graph, amplitudes solve the eigenvalue equation at `s d`, with `s` a sign,
exactly when they are related by the factor `s` across every bond. -/
theorem extremal_orbital_iff (hd : G.IsRegularOfDegree d) {s : ℝ} (hs : s ^ 2 = 1)
    (x : V → ℝ) :
    hopping G x = (s * d) • x ↔ ∀ v w, G.Adj v w → x v = s * x w := by
  constructor
  · intro hx v w hvw
    have hz := bond_mismatch hd hs hx
    have hc : (d : ℝ) - s * (s * d) = 0 := by linear_combination -(d : ℝ) * hs
    rw [hc, mul_zero, zero_mul] at hz
    -- a vanishing sum of nonnegative terms vanishes bond by bond
    have hv := (Finset.sum_eq_zero_iff_of_nonneg (fun v _ =>
      Finset.sum_nonneg fun w _ => mismatch_nonneg s x v w)).1 hz v (Finset.mem_univ v)
    have hw := (Finset.sum_eq_zero_iff_of_nonneg (fun w _ =>
      mismatch_nonneg s x v w)).1 hv w (Finset.mem_univ w)
    rw [SimpleGraph.adjMatrix_apply, if_pos hvw, one_mul] at hw
    exact sub_eq_zero.1 (pow_eq_zero_iff two_ne_zero |>.1 hw)
  · intro h
    ext v
    rw [hopping_apply, Pi.smul_apply, smul_eq_mul, mul_comm s, mul_assoc, ← row_sum hd v,
      Finset.sum_mul]
    refine Finset.sum_congr rfl fun w _ => ?_
    by_cases hvw : G.Adj v w
    · rw [h w v hvw.symm]
    · simp [SimpleGraph.adjMatrix_apply, hvw]

omit [Fintype V] [DecidableEq V] [DecidableRel G.Adj] in
lemma constant_of_bonds (hG : G.Connected) (f : V → ℝ)
    (hf : ∀ v w, G.Adj v w → f v = f w) (v w : V) : f v = f w := by
  obtain ⟨p⟩ := hG.preconnected v w
  induction p with
  | nil => rfl
  | cons h _ ih => exact (hf _ _ h).trans ih

omit [Fintype V] [DecidableEq V] [DecidableRel G.Adj] in
lemma product_constant (hG : G.Connected) {s : ℝ} (hs : s ^ 2 = 1) {x y : V → ℝ}
    (hx : ∀ v w, G.Adj v w → x v = s * x w) (hy : ∀ v w, G.Adj v w → y v = s * y w)
    (v w : V) : x v * y v = x w * y w := by
  refine constant_of_bonds hG (fun u => x u * y u) (fun a b hab => ?_) v w

  rw [hx a b hab, hy a b hab]
  linear_combination x b * y b * hs

/-- On a connected `d`-regular graph, a level at `d` or at `-d` is nondegenerate. -/
theorem extremal_nondegenerate (hG : G.Connected) (hd : G.IsRegularOfDegree d) {s : ℝ}
    (hs : s ^ 2 = 1) (h : HasEigenvalue (hopping G) (s * d)) :
    Module.finrank ℝ (eigenspace (hopping G) (s * d)) = 1 := by
  obtain ⟨x, h0, hx⟩ := (level_iff _ _).1 h
  obtain ⟨a, ha⟩ := Function.ne_iff.1 h0
  have ha' : x a ≠ 0 := ha
  have bx := (extremal_orbital_iff hd hs x).1 hx
  refine finrank_eq_one (⟨x, mem_eigenspace_iff.2 hx⟩ : eigenspace (hopping G) (s * d))
    (fun k => h0 (congrArg Subtype.val k)) ?_
  rintro ⟨y, hy⟩
  have bonds := (extremal_orbital_iff hd hs y).1 (mem_eigenspace_iff.1 hy)
  refine ⟨y a / x a, Subtype.ext (funext fun v => ?_)⟩
  change y a / x a * x v = y v
  -- both `x * x` and `x * y` are constant, so `y` is a multiple of `x`
  have hxx := product_constant hG hs bx bx v a
  have hxy := product_constant hG hs bx bonds v a
  rw [div_mul_eq_mul_div, div_eq_iff ha']
  apply mul_left_cancel₀ ha'
  linear_combination y v * hxx - x v * hxy

/-- A connected `d`-regular graph has the level `-d` exactly when it is 2-colourable. -/
theorem bottom_level_iff (hG : G.Connected) (hd : G.IsRegularOfDegree d) :
    HasEigenvalue (hopping G) (-(d : ℝ)) ↔ G.Colorable 2 := by
  have hs : (-1 : ℝ) ^ 2 = 1 := by norm_num
  rw [← neg_one_mul, level_iff]
  constructor
  · rintro ⟨x, h0, hx⟩
    obtain ⟨a, ha⟩ := Function.ne_iff.1 h0
    have bx := (extremal_orbital_iff hd hs x).1 hx
    have nz : ∀ v, x v ≠ 0 := by
      intro v hv
      have k := product_constant hG hs bx bx v a
      rw [hv, mul_zero] at k
      exact ha (mul_self_eq_zero.1 k.symm)
    -- colour each site by the sign of its amplitude
    refine ⟨SimpleGraph.Coloring.mk (fun v => if 0 < x v then (0 : Fin 2) else 1) ?_⟩
    intro v w hvw
    have e := bx v w hvw
    rcases lt_or_gt_of_ne (nz w) with h | h
    · have h1 : 0 < x v := by linarith
      have h2 : ¬ 0 < x w := by linarith
      simp [h1, h2]
    · have h1 : ¬ 0 < x v := by linarith
      have h2 : 0 < x w := h
      simp [h1, h2]
  · rintro ⟨c⟩
    obtain ⟨a⟩ := hG.nonempty
    -- the alternating orbital of the colouring
    refine ⟨fun v => if c v = 0 then 1 else -1, fun k => ?_,
      (extremal_orbital_iff hd hs _).2 fun v w hvw => ?_⟩
    · have ka := congrFun k a
      by_cases h : c a = 0 <;> simp [h] at ka
    · have hne : c v ≠ c w := c.valid hvw
      by_cases h1 : c v = 0 <;> by_cases h2 : c w = 0
      · exact absurd (h1.trans h2.symm) hne
      · simp [h1, h2]
      · simp [h1, h2]
      · exact absurd (by omega) hne

/-- Frustration test: on a connected `d`-regular graph `d` is a nondegenerate level, all levels
lie in `[-d, d]`, and `-d` is a level if and only if the graph is 2-colourable. -/
theorem frustration_test (hG : G.Connected) (hd : G.IsRegularOfDegree d) :
    HasEigenvalue (hopping G) (d : ℝ) ∧
    Module.finrank ℝ (eigenspace (hopping G) (d : ℝ)) = 1 ∧
    (∀ μ, HasEigenvalue (hopping G) μ → μ ∈ Set.Icc (-(d : ℝ)) d) ∧
    (HasEigenvalue (hopping G) (-(d : ℝ)) ↔ G.Colorable 2) := by
  have hs : (1 : ℝ) ^ 2 = 1 := by norm_num
  -- the uniform orbital sits at the level `d`
  have top : HasEigenvalue (hopping G) (1 * (d : ℝ)) := by
    obtain ⟨a⟩ := hG.nonempty
    refine (level_iff _ _).2 ⟨fun _ => 1, fun k => one_ne_zero (congrFun k a), ?_⟩
    exact (extremal_orbital_iff hd hs _).2 fun _ _ _ => (one_mul _).symm
  have dim := extremal_nondegenerate hG hd hs top
  rw [one_mul] at top dim
  exact ⟨top, dim, fun _ h => level_bounds hd h, bottom_level_iff hG hd⟩

/-- For `β ≠ 0`, the Hückel Hamiltonian of a connected `d`-regular graph has the orbital energy
`α - β d` exactly when the graph is 2-colourable. -/
theorem hueckel_frustration_test (hG : G.Connected) (hd : G.IsRegularOfDegree d)
    (α : ℝ) {β : ℝ} (hβ : β ≠ 0) :
    HasEigenvalue (hueckel G α β) (α - β * d) ↔ G.Colorable 2 := by
  rw [← bottom_level_iff hG hd, level_iff, level_iff]
  refine exists_congr fun x => and_congr_right fun _ => ?_
  have happ : ∀ v, hueckel G α β x v = α * x v + β * hopping G x v := fun v => by
    simp [hueckel]
  constructor
  · intro h
    ext v
    have hv := congrFun h v
    rw [happ, Pi.smul_apply, smul_eq_mul] at hv
    rw [Pi.smul_apply, smul_eq_mul]
    apply mul_left_cancel₀ hβ
    linear_combination hv
  · intro h
    ext v
    rw [happ, h, Pi.smul_apply, Pi.smul_apply, smul_eq_mul, smul_eq_mul]
    ring

/-- The triangle, in which every site has two neighbours, does not have the level `-2`. -/
theorem triangle_frustrated :
    ¬ HasEigenvalue (hopping (⊤ : SimpleGraph (Fin 3))) (-2 : ℝ) := by
  intro h
  have hG : (⊤ : SimpleGraph (Fin 3)).Connected :=
    { preconnected := fun v w => by
        by_cases e : v = w
        · subst e
          exact SimpleGraph.Reachable.refl _
        · exact SimpleGraph.Adj.reachable ((SimpleGraph.top_adj v w).2 e)
      nonempty := ⟨0⟩ }
  have hd : (⊤ : SimpleGraph (Fin 3)).IsRegularOfDegree 2 := by
    intro v
    simp [SimpleGraph.complete_graph_degree]
  have e : (-2 : ℝ) = -((2 : ℕ) : ℝ) := by norm_num
  rw [e] at h
  obtain ⟨c⟩ := (bottom_level_iff hG hd).1 h
  -- three mutually bonded sites would need three colours
  have inj : Function.Injective c := by
    intro v w hvw
    by_contra hne
    exact c.valid ((SimpleGraph.top_adj v w).2 hne) hvw
  have card := Fintype.card_le_of_injective c inj
  simp at card

end

end FrustrationTest
```

```lean
#print axioms FrustrationTest.bottom_level_iff
#print axioms FrustrationTest.frustration_test
#print axioms FrustrationTest.hueckel_frustration_test
#print axioms FrustrationTest.triangle_frustrated
```

```
'FrustrationTest.bottom_level_iff' depends on axioms: [propext, Classical.choice, Quot.sound]
'FrustrationTest.frustration_test' depends on axioms: [propext, Classical.choice, Quot.sound]
'FrustrationTest.hueckel_frustration_test' depends on axioms: [propext, Classical.choice, Quot.sound]
'FrustrationTest.triangle_frustrated' depends on axioms: [propext, Classical.choice, Quot.sound]
```

## How the Lean proof follows the derivation

`bond_mismatch` is the identity. Its steps `h1` and `h2` evaluate the two diagonal sums with `row_sum`, `h3` inserts the eigenvalue equation, and `linear_combination` with `hs` replaces $s^2$ by 1. `level_bounds` combines it with `mismatch_nonneg` and sets $s=\pm1$.

`extremal_orbital_iff` is the bond relation. It applies `Finset.sum_eq_zero_iff_of_nonneg` twice, once for each summation index, to pass from a vanishing sum to a vanishing term. `constant_of_bonds` carries a constant value along a walk by induction, and `product_constant` applies this to $x_vy_v$. `extremal_nondegenerate` then shows that every vector of the eigenspace is the multiple $y_a/x_a$ of one nonzero vector.

`bottom_level_iff` builds the colouring from the signs and the orbital from the colouring. `frustration_test` adds the uniform orbital and collects the four statements. `hueckel_frustration_test` cancels $\beta$. In `triangle_frustrated`, a 2-colouring would be an injective map from three sites to two colours, so the triangle lacks the level $-2$.

## What the theorems cover, and where a code must take care

`hopping G` is the adjacency matrix as a linear map on real amplitudes `V → ℝ`. `HasEigenvalue` means that a nonzero eigenvector exists, `Module.finrank` is the dimension of the real eigenspace, and `Set.Icc` is the closed interval. `G.Colorable 2` allows at most two colours to be used. A single site is thus included: there $d=0$, both ends coincide at the level 0, and no scaling by $d$ is possible.

The hypotheses describe the model:

- `G.Connected` excludes separate fragments and a graph without sites. The bounds don't need it; nondegeneracy and the colouring test do.
- `G.IsRegularOfDegree d` gives every site $d$ neighbours. An open chain of three or more sites fails this at its ends.
- `SimpleGraph` excludes self-bonds and repeated bonds. A periodic cell so small that a site meets itself or the same neighbour twice is not covered.
- `hueckel` has one $\alpha$ and one real $\beta$. Unequal bonds, complex Bloch or magnetic phases, orbital overlap and interactions are absent.

The statements concern exact real numbers. A code that scales by $d$ should leave a small margin for rounding, since the level $d$ lies exactly on the edge.

The theorems also give no distance between $-d$ and the lowest level of a frustrated graph. In an odd ring of $N$ sites that level is $-2\cos(\pi/N)$, a value taken from the known ring spectrum and not from the file, and it approaches $-2$ as $N$ grows. A numerical comparison with $-d$ can therefore misjudge a large graph, whereas a breadth-first 2-colouring of the neighbour list decides the question without a tolerance.
